# Counting exchange-even and exchange-odd orbital states of two like atoms at fixed total projection

Two atoms of the same element, both in the same term with orbital angular momentum $L$, approach each other along an axis. Each atom has $2L+1$ degenerate orbital states, labelled by the projection of its angular momentum on that axis, $m_1$ for the first atom and $m_2$ for the second. When spin–orbit coupling is neglected, the axial symmetry of the pair conserves only the sum $M=m_1+m_2$, so the molecular states that grow out of the separated atoms are sorted by $M$. Because the atoms are alike, there is a further label: interchanging their orbital states turns $(m_1,m_2)$ into $(m_2,m_1)$, and combinations of the two can be even or odd under this interchange. How many independent states of each kind are there for a given $M$?

Let $|M|\le 2L$ and put $n=2L+1-|M|$. The answer is

$$d_+=\lceil n/2\rceil,\qquad d_-=\lfloor n/2\rfloor ,$$

where $d_+$ and $d_-$ are the numbers of independent exchange-even and exchange-odd states. This is the orbital count behind the Wigner–Witmer rules for like atoms in the same term. The full rules also bring in the total electron spin, which together with the orbital exchange symmetry fixes the labels $g$ and $u$, and they treat reflection in a plane through the axis; neither enters here.

## From pairs of projections to the two dimensions

A state of total projection $M$ is a complex function $f(m_1,m_2)$ on the pairs of integers with $-L\le m_1,m_2\le L$ and $m_1+m_2=M$. The exchange operator $X$ acts by $(Xf)(m_1,m_2)=f(m_2,m_1)$.

**The number of pairs.** Since $m_2=M-m_1$, a pair is fixed by $m_1$. The condition $-L\le M-m_1\le L$ means $M-L\le m_1\le M+L$, and together with $-L\le m_1\le L$ it gives

$$\max(-L,\,M-L)\le m_1\le \min(L,\,M+L).$$

For $M\ge 0$ the interval runs from $M-L$ to $L$ and holds $2L+1-M$ integers. For $M<0$ it runs from $-L$ to $M+L$ and holds $2L+1+M$. In both cases there are $n$ pairs, so the space of states has dimension $n$.

**The two sectors fill the space.** Interchanging twice changes nothing, so $X^2=1$. Every state can be written as

$$f=\tfrac12(f+Xf)+\tfrac12(f-Xf),$$

where the first term is even and the second odd. The splitting is unique, because a state that is both even and odd satisfies $f=Xf=-f$ and is therefore zero. Hence $d_++d_-=n$.

**The even sector.** An even state takes equal values at $(m_1,m_2)$ and $(m_2,m_1)$. It is determined by its values at the pairs with $m_1\le m_2$, and these values may be chosen freely. The condition $m_1\le M-m_1$ means $m_1\le\lfloor M/2\rfloor$, so $d_+$ is the number of integers from $\max(-L,M-L)$ to $\lfloor M/2\rfloor$. For $M\ge0$ this is

$$\lfloor M/2\rfloor-M+L+1=\left\lfloor\frac{2L+2-M}{2}\right\rfloor,$$

and for $M<0$ it is

$$\lfloor M/2\rfloor+L+1=\left\lfloor\frac{2L+2+M}{2}\right\rfloor .$$

Both equal $\lfloor (n+1)/2\rfloor=\lceil n/2\rceil$. Subtraction from $n$ leaves $d_-=\lfloor n/2\rfloor$.

The difference $d_+-d_-$ is 1 when $n$ is odd and 0 when $n$ is even. Since $n$ is odd exactly when $M$ is even, the extra even state belongs to the pair $m_1=m_2=M/2$, which is its own mirror image. At $M=0$ the dimensions are $L+1$ and $L$.

Two atoms in P terms have $L=1$. At $M=0$ the pairs are $(-1,1)$, $(0,0)$ and $(1,-1)$. With $|m_1,m_2\rangle$ for the state concentrated on one pair, the vectors $|0,0\rangle$ and $(|1,-1\rangle+|-1,1\rangle)/\sqrt2$ form an orthonormal basis of the even states, and the odd states are the multiples of $(|1,-1\rangle-|-1,1\rangle)/\sqrt2$. For two S atoms, $L=0$, there is one even state and no odd one.

## Building the two blocks in a program

A program that sets up a model Hamiltonian for two like atoms in this finite product basis can generate both blocks with one loop. Let $m_1$ run from $\max(-L,M-L)$ to $\lfloor M/2\rfloor$ and set $m_2=M-m_1$. If $m_1\ne m_2$, add $(|m_1,m_2\rangle+|m_2,m_1\rangle)/\sqrt2$ to the even block and the corresponding difference to the odd block. If $m_1=m_2$, add $|m_1,m_1\rangle$ to the even block only. A Hamiltonian that conserves $M$ and commutes with the exchange has no matrix elements between the blocks, and the formulas for $d_\pm$ give the array sizes in advance.

The upper limit must be rounded down. In C, integer division rounds towards zero, so for $M=-1$ the expression `M/2` gives 0 instead of $-1$. For $L\ge1$ the loop then visits $(0,-1)$ after $(-1,0)$ and produces linearly dependent vectors. Python's `//` rounds down, as required.

## The states and the exchange operator in Lean

```lean
import Mathlib

open Module

namespace LikeAtomExchange

noncomputable section
```

The projections are integers and $L$ is a natural number, so half-integer angular momenta are not covered. The allowed pairs form a finite set, cut out of a square of integer pairs by the condition on the sum.

```lean
/-- The pairs `(m1, m2)` of projections in `[-L, L]` with total projection `M`. -/
def pairs (L : ℕ) (M : ℤ) : Finset (ℤ × ℤ) :=
  (Finset.Icc (-(L : ℤ)) L ×ˢ Finset.Icc (-(L : ℤ)) L).filter (fun p => p.1 + p.2 = M)
```

A state assigns a complex amplitude to each allowed pair. The basis thus consists of products of fixed atomic states. Overlap between the atoms is neglected, spin is left out, and no Hamiltonian enters the count.

```lean
/-- A two-atom state of total projection `M`: one complex amplitude for each pair `(m1, m2)`. -/
abbrev PairState (L : ℕ) (M : ℤ) : Type := ↥(pairs L M) → ℂ
```

The next lemma spells out membership as four inequalities and one equation. Later proofs pass these to `omega`, a tactic for linear arithmetic over the integers.

```lean
/-- A pair is allowed when both projections lie in `[-L, L]` and they add up to `M`. -/
theorem mem_pairs {L : ℕ} {M : ℤ} {p : ℤ × ℤ} :
    p ∈ pairs L M ↔
      -(L : ℤ) ≤ p.1 ∧ p.1 ≤ L ∧ -(L : ℤ) ≤ p.2 ∧ p.2 ≤ L ∧ p.1 + p.2 = M := by
  simp only [pairs, Finset.mem_filter, Finset.mem_product, Finset.mem_Icc]
  tauto
```

Interchanging the members of an allowed pair gives an allowed pair, since the conditions are symmetric. The definition `swapPair` carries this proof with it.

```lean
/-- The pair with the projections of the two atoms interchanged. -/
def swapPair {L : ℕ} {M : ℤ} (p : ↥(pairs L M)) : ↥(pairs L M) :=
  ⟨(p.1.2, p.1.1), mem_pairs.2 (by
    have hp := mem_pairs.1 p.2
    dsimp only
    omega)⟩
```

The exchange operator composes a state with this interchange, and its linearity holds by definition. It exchanges the orbital labels of the two atoms; it is not a permutation of electrons.

```lean
/-- The exchange operator, `(X f)(m1, m2) = f(m2, m1)`. -/
def exchange (L : ℕ) (M : ℤ) : PairState L M →ₗ[ℂ] PairState L M where
  toFun f := fun p => f (swapPair p)
  map_add' _ _ := rfl
  map_smul' _ _ := rfl
```

The symmetry sectors are the eigenspaces of `exchange` in Mathlib's sense. Thus `sector L M 1` holds the even states and `sector L M (-1)` the odd ones.

```lean
/-- The states that the exchange operator multiplies by `ε`. -/
abbrev sector (L : ℕ) (M : ℤ) (ε : ℂ) : Submodule ℂ (PairState L M) :=
  Module.End.eigenspace (exchange L M) ε
```

The eigenvalue equation $Xf=\varepsilon f$ is an equation between functions. The following lemma turns it into one equation for each pair.

```lean
/-- A state lies in the sector `ε` when interchanging `m1` and `m2` multiplies every
amplitude by `ε`. -/
theorem mem_sector {L : ℕ} {M : ℤ} {ε : ℂ} {f : PairState L M} :
    f ∈ sector L M ε ↔ ∀ p, f (swapPair p) = ε * f p := by
  rw [Module.End.mem_eigenspace_iff]
  exact ⟨fun h p => congrFun h p, fun h => funext h⟩
```

## Counting pairs and splitting states

The count of pairs follows the derivation above. The set `pairs L M` is shown to be the image of an interval under $m\mapsto(m,M-m)$. This map is injective, so the number of pairs is the number of integers in the interval, and the cases $M\ge0$ and $M<0$ are treated separately at the end. The count is stated in the integers, where the subtraction of $|M|$ is ordinary subtraction. The hypothesis `|M| ≤ 2 * L` says that two atoms with projections up to $L$ can reach the total $M$.

```lean
/-- For `|M| ≤ 2L` there are `2L + 1 - |M|` pairs of total projection `M`. -/
theorem card_pairs {L : ℕ} {M : ℤ} (h : |M| ≤ 2 * L) :
    ((pairs L M).card : ℤ) = 2 * L + 1 - |M| := by
  -- a pair is fixed by its first member, which runs over an interval
  have himg : pairs L M =
      (Finset.Icc (max (-(L : ℤ)) (M - L)) (min (L : ℤ) (M + L))).image
        (fun m => (m, M - m)) := by
    ext ⟨a, b⟩
    simp only [mem_pairs, Finset.mem_image, Finset.mem_Icc, Prod.mk.injEq]
    constructor
    · intro hab
      exact ⟨a, by omega, rfl, by omega⟩
    · rintro ⟨m, hm, rfl, rfl⟩
      omega
  rw [himg, Finset.card_image_of_injective _ (fun a b hab => congrArg Prod.fst hab),
    Int.card_Icc]
  rcases abs_cases M with hM | hM <;> omega
```

That the two sectors are complementary is expressed by `IsCompl`, which has two parts. For the first, a state in both sectors satisfies $f(m_2,m_1)=f(m_1,m_2)$ and $f(m_2,m_1)=-f(m_1,m_2)$, and `linear_combination` takes half the difference of these equations to get $f=0$. For the second, the proof supplies the halves $\tfrac12(f+Xf)$ and $\tfrac12(f-Xf)$, checks their symmetry with the help of $X^2=1$ (the statement `hss`), and adds them up.

```lean
/-- Every state is in exactly one way the sum of an exchange-even and an exchange-odd state. -/
theorem isCompl_sectors (L : ℕ) (M : ℤ) : IsCompl (sector L M 1) (sector L M (-1)) := by
  constructor
  · refine Submodule.disjoint_def.2 fun f h1 h2 => ?_
    funext p
    have a := mem_sector.1 h1 p
    have b := mem_sector.1 h2 p
    show f p = 0
    linear_combination (b - a) / 2
  · refine codisjoint_iff.2 (eq_top_iff.2 fun f _ => Submodule.mem_sup.2 ?_)
    have hss : ∀ p : ↥(pairs L M), swapPair (swapPair p) = p := fun _ => rfl
    -- the halves (f + X f)/2 and (f - X f)/2
    refine ⟨fun p => (f p + f (swapPair p)) / 2, mem_sector.2 fun p => ?_,
      fun p => (f p - f (swapPair p)) / 2, mem_sector.2 fun p => ?_, ?_⟩
    · show (f (swapPair p) + f (swapPair (swapPair p))) / 2 = 1 * ((f p + f (swapPair p)) / 2)
      rw [hss]
      ring
    · show (f (swapPair p) - f (swapPair (swapPair p))) / 2 = -1 * ((f p - f (swapPair p)) / 2)
      rw [hss]
      ring
    · funext p
      show (f p + f (swapPair p)) / 2 + (f p - f (swapPair p)) / 2 = f p
      ring
```

## Even states as free functions on an interval

The statement that an even state is fixed freely by its values at $m_1\le m_2$ becomes a linear equivalence. On one side is the even sector, on the other all complex functions on the integers from $\max(-L,M-L)$ to $\lfloor M/2\rfloor$. Lean's integer division by 2 rounds down, so `M / 2` is the correct upper limit for negative $M$ too.

In the forward direction, `toFun` reads off the amplitude at $(m,M-m)$. In the backward direction, `invFun` gives the pair $(m_1,m_2)$ the value stored at $\min(m_1,m_2)$, and the result is even because the minimum is symmetric. The proof of `left_inv` shows that restricting an even state and extending it again returns the same state: a pair whose first member is $\min(m_1,m_2)$ is either $(m_1,m_2)$ itself or its interchange, and the even state has the same amplitude at both. The proof of `right_inv` uses $\min(m,M-m)=m$ on the interval.

```lean
/-- An exchange-even state corresponds to a free choice of its amplitudes at `m1 ≤ m2`,
labelled by the smaller projection. -/
def evenEquiv (L : ℕ) (M : ℤ) :
    sector L M 1 ≃ₗ[ℂ] (↥(Finset.Icc (max (-(L : ℤ)) (M - L)) (M / 2)) → ℂ) where
  toFun f := fun m => f.1 ⟨(m.1, M - m.1), mem_pairs.2 (by
    have hm := Finset.mem_Icc.1 m.2
    dsimp only
    omega)⟩
  map_add' _ _ := rfl
  map_smul' _ _ := rfl
  invFun g := ⟨fun p => g ⟨min p.1.1 p.1.2, Finset.mem_Icc.2 (by
      have hp := mem_pairs.1 p.2
      omega)⟩,
    mem_sector.2 fun p => by
      rw [one_mul]
      exact congrArg g (Subtype.ext
        (show min p.1.2 p.1.1 = min p.1.1 p.1.2 from min_comm _ _))⟩
  left_inv f := by
    apply Subtype.ext
    funext p
    have key : ∀ q : ↥(pairs L M), q.1.1 = min p.1.1 p.1.2 → f.1 q = f.1 p := by
      intro q hq
      have hp := mem_pairs.1 p.2
      have hq' := mem_pairs.1 q.2
      rcases le_total p.1.1 p.1.2 with h | h
      · have e : q = p := Subtype.ext (Prod.ext (by omega) (by omega))
        rw [e]
      · have e : q = swapPair p := Subtype.ext (Prod.ext
          (by change q.1.1 = p.1.2; omega) (by change q.1.2 = p.1.1; omega))
        rw [e, mem_sector.1 f.2 p, one_mul]
    try dsimp only
    exact key _ rfl
  right_inv g := by
    funext m
    have hm := Finset.mem_Icc.1 m.2
    exact congrArg g (Subtype.ext (show min m.1 (M - m.1) = m.1 by omega))
```

## The dimensions

An equivalence preserves dimension, so $d_+$ is the number of integers in the interval. The first half of `sector_count` records it as $(2L+2-|M|)/2$ with integer division. The second half combines the complementary sectors with the number of pairs to give $d_++d_-=n$.

```lean
/-- For `|M| ≤ 2L`, twice the even dimension is `n` or `n + 1`, and the two dimensions add up to
`n`, where `n = 2L + 1 - |M|`. -/
theorem sector_count {L : ℕ} {M : ℤ} (h : |M| ≤ 2 * L) :
    (finrank ℂ (sector L M 1) : ℤ) = (2 * L + 2 - |M|) / 2 ∧
    (finrank ℂ (sector L M 1) : ℤ) + finrank ℂ (sector L M (-1)) = 2 * L + 1 - |M| := by
  constructor
  · rw [(evenEquiv L M).finrank_eq, Module.finrank_fintype_fun_eq_card, Fintype.card_coe,
      Int.card_Icc]
    rcases abs_cases M with hM | hM <;> omega
  · have hsum := Submodule.finrank_add_eq_of_isCompl (isCompl_sectors L M)
    have hdim : finrank ℂ (PairState L M) = (pairs L M).card :=
      (Module.finrank_fintype_fun_eq_card ℂ).trans (Fintype.card_coe _)
    have hc := card_pairs h
    rw [hdim] at hsum
    rw [← hc]
    exact_mod_cast hsum
```

The main theorem puts this into the symmetric form with ceiling and floor. Here $n/2$ is a rational number, and the dimensions, which `finrank` returns as natural numbers, are read as integers. Two auxiliary facts describe the roundings by inequalities: an integer $k$ with $n\le 2k\le n+1$ is $\lceil n/2\rceil$, and one with $2k\le n\le 2k+1$ is $\lfloor n/2\rfloor$. Both pairs of inequalities follow from `sector_count`.

```lean
/-- For `|M| ≤ 2L` and `n = 2L + 1 - |M|`, the exchange of `m1` and `m2` has a `+1` eigenspace
of dimension `⌈n/2⌉` and a `-1` eigenspace of dimension `⌊n/2⌋`. -/
theorem exchange_eigenspace_dimensions {L : ℕ} {M : ℤ} (h : |M| ≤ 2 * L) :
    (finrank ℂ (sector L M 1) : ℤ)
        = ⌈((2 * L + 1 - |M| : ℤ) : ℚ) / 2⌉ ∧
    (finrank ℂ (sector L M (-1)) : ℤ)
        = ⌊((2 * L + 1 - |M| : ℤ) : ℚ) / 2⌋ := by
  -- integer bounds that characterise the two roundings of n/2
  have hceil : ∀ n k : ℤ, n ≤ 2 * k → 2 * k ≤ n + 1 → k = ⌈(n : ℚ) / 2⌉ := by
    intro n k h1 h2
    have h1' : (n : ℚ) ≤ 2 * k := by exact_mod_cast h1
    have h2' : 2 * (k : ℚ) ≤ n + 1 := by exact_mod_cast h2
    exact (Int.ceil_eq_iff.2 ⟨by linarith, by linarith⟩).symm
  have hfloor : ∀ n k : ℤ, 2 * k ≤ n → n ≤ 2 * k + 1 → k = ⌊(n : ℚ) / 2⌋ := by
    intro n k h1 h2
    have h1' : 2 * (k : ℚ) ≤ n := by exact_mod_cast h1
    have h2' : (n : ℚ) ≤ 2 * k + 1 := by exact_mod_cast h2
    exact (Int.floor_eq_iff.2 ⟨by linarith, by linarith⟩).symm
  obtain ⟨h1, h2⟩ := sector_count h
  exact ⟨hceil _ _ (by omega) (by omega), hfloor _ _ (by omega) (by omega)⟩
```

The excess of even over odd states depends only on the parity of $M$. The proof separates even from odd $M$ and positive from negative $M$, and leaves the arithmetic to `omega`.

```lean
/-- For `|M| ≤ 2L`, the even sector has one dimension more than the odd sector when `M` is even, and
equally many when `M` is odd. -/
theorem even_minus_odd {L : ℕ} {M : ℤ} (h : |M| ≤ 2 * L) :
    (finrank ℂ (sector L M 1) : ℤ) - finrank ℂ (sector L M (-1)) = if Even M then 1 else 0 := by
  obtain ⟨h1, h2⟩ := sector_count h
  split_ifs with hM <;> rw [Int.even_iff] at hM <;>
    rcases abs_cases M with ha | ha <;> omega
```

At $M=0$ the bound on $M$ holds for every $L$, so the last theorem needs no hypothesis.

```lean
/-- At total projection zero there are `L + 1` independent exchange-even states and `L`
independent exchange-odd states. -/
theorem zero_projection (L : ℕ) :
    finrank ℂ (sector L 0 1) = L + 1 ∧ finrank ℂ (sector L 0 (-1)) = L := by
  have h : |(0 : ℤ)| ≤ 2 * (L : ℤ) := by
    rw [abs_zero]
    positivity
  obtain ⟨h1, h2⟩ := sector_count h
  rw [abs_zero] at h1 h2
  constructor <;> omega

end

end LikeAtomExchange
```

```lean
#print axioms LikeAtomExchange.exchange_eigenspace_dimensions
-- 'LikeAtomExchange.exchange_eigenspace_dimensions' depends on axioms: [propext, Classical.choice, Quot.sound]
#print axioms LikeAtomExchange.even_minus_odd
-- 'LikeAtomExchange.even_minus_odd' depends on axioms: [propext, Classical.choice, Quot.sound]
#print axioms LikeAtomExchange.zero_projection
-- 'LikeAtomExchange.zero_projection' depends on axioms: [propext, Classical.choice, Quot.sound]
```
